# Missing weight bounds the empty-band truncation error of a Lorentzian-broadened spectrum below the cutoff

The states live in a finite-dimensional complex inner product space $E$. The Hamiltonian $H$ has an orthonormal eigenbasis $b_i$ with real energies $\varepsilon_i$, where $i$ runs over a finite index set of bands. The vector $d$ is the one whose spectrum is wanted, for instance a dipole operator applied to an initial state. The inner product $\langle u,v\rangle$ is conjugate-linear in its first argument.

## Spectrum, retained bands and missing weight

```lean
import Mathlib

open scoped InnerProductSpace ComplexConjugate

namespace EmptyBandConvergence

noncomputable section

variable {ι E : Type*} [Fintype ι] [DecidableEq ι]
  [NormedAddCommGroup E] [InnerProductSpace ℂ E]
```

Here `ι` is the index set of bands and `E` the state space. Nothing is said yet about the Hamiltonian.

```lean
/-- The normalised Lorentzian of half-width `g` at detuning `t`, for `g > 0`. -/
def lorentzian (g t : ℝ) : ℝ := g / (Real.pi * (t ^ 2 + g ^ 2))
```

This is the Lorentzian of unit area and half-width $g$, at distance $t$ from its centre:
$$L_g(t)=\frac{g}{\pi(t^2+g^2)}.$$
A Lean `def` gives a name to an expression; here it takes two real numbers and returns a real number. The broadening $g$ stands for a finite lifetime or a finite energy resolution. It is taken as the same for all bands.

```lean
/-- The Sternheimer equation `(x + i g - H) y = d` for the response vector `y`. -/
def IsResponse (H : E →ₗ[ℂ] E) (d : E) (x g : ℝ) (y : E) : Prop :=
  ((x : ℂ) + g * Complex.I) • y - H y = d
```

`IsResponse H d x g y` is a proposition: the vector $y$ solves the Sternheimer equation at energy $x$,
$$(x+ig-H)\,y=d.$$
The type `E →ₗ[ℂ] E` is that of complex-linear maps from $E$ to itself, and `•` is multiplication of a vector by a scalar.

```lean
/-- The spectrum `-(1/π) Im ⟨d, y⟩` read off from a response vector `y`. -/
def responseSpectrum (d y : E) : ℝ := -(1 / Real.pi) * (⟪d, y⟫_ℂ).im
```

The exact spectrum is read off from the response vector:
$$A=-\frac1\pi\,\mathrm{Im}\,\langle d,y\rangle .$$
This definition mentions no bands, so its agreement with a sum over bands has to be proved. The minus sign goes with the choice $+ig$ and makes the spectrum nonnegative.

```lean
/-- The sum over the bands in `s` of squared overlap with `d` times the Lorentzian at `x`. -/
def bandSpectrum (b : OrthonormalBasis ι ℂ E) (ε : ι → ℝ) (d : E) (x g : ℝ)
    (s : Finset ι) : ℝ :=
  ∑ i ∈ s, ‖⟪b i, d⟫_ℂ‖ ^ 2 * lorentzian g (ε i - x)
```

For a finite set $s$ of bands, the band sum at $x$ is
$$A_s=\sum_{i\in s}|\langle b_i,d\rangle|^2\,L_g(\varepsilon_i-x).$$
With $s$ the set of retained bands, this is the truncated spectrum.

```lean
/-- The squared norm of `d` minus its squared overlaps with the retained bands `s`. -/
def missingWeight (b : OrthonormalBasis ι ℂ E) (d : E) (s : Finset ι) : ℝ :=
  ‖d‖ ^ 2 - ∑ i ∈ s, ‖⟪b i, d⟫_ℂ‖ ^ 2
```

The missing weight is
$$W=\|d\|^2-\sum_{i\in s}|\langle b_i,d\rangle|^2 .$$
It can be computed from $d$ and the retained states alone.

## The response vector exists

```lean
variable {H : E →ₗ[ℂ] E} {b : OrthonormalBasis ι ℂ E} {ε : ι → ℝ} {d y : E}
  {x g Ec : ℝ} {s : Finset ι}

omit [DecidableEq ι] in
/-- If `H` has an orthonormal eigenbasis with real energies and the broadening `g` is positive,
the Sternheimer equation has a solution. -/
theorem exists_response (heig : ∀ i, H (b i) = (ε i : ℂ) • b i) (hg : 0 < g) (d : E) (x : ℝ) :
    ∃ y, IsResponse H d x g y := by
  -- the solution is the sum over states with energy denominators
  refine ⟨∑ i, (⟪b i, d⟫_ℂ / ((x : ℂ) + g * Complex.I - ε i)) • b i, ?_⟩
  unfold IsResponse
  rw [map_sum, Finset.smul_sum, ← Finset.sum_sub_distrib]
  refine (Finset.sum_congr rfl fun i _ => ?_).trans (b.sum_repr' d)
  have hne : (x : ℂ) + g * Complex.I - ε i ≠ 0 := by
    intro h
    have h' := congrArg Complex.im h
    simp at h'
    exact hg.ne' h'
  rw [map_smul, heig, smul_smul, smul_smul, ← sub_smul]
  congr 1
  linear_combination div_mul_cancel₀ (⟪b i, d⟫_ℂ) hne
```

The `variable` lines fix the types of the symbols used from here on. A theorem then lists its hypotheses in round brackets, each with a name, and puts its conclusion after the colon. The hypothesis `heig` says $Hb_i=\varepsilon_i b_i$ for every $i$, and `hg` says $g>0$. The conclusion is that some $y$ solves the Sternheimer equation.

By hand, try
$$y=\sum_i\frac{\langle b_i,d\rangle}{x+ig-\varepsilon_i}\,b_i .$$
Each denominator has imaginary part $g>0$, so none vanishes. Applying $x+ig-H$ multiplies the $i$-th term by $x+ig-\varepsilon_i$, which cancels the denominator and leaves $\sum_i\langle b_i,d\rangle b_i=d$.

In Lean, `refine` supplies this vector and leaves the equation to be shown. The statement `hne` records that the denominator is nonzero, by comparing imaginary parts. The last line does the cancellation.

## From the response vector to a sum over bands

```lean
/-- If `(-t + i g) u = c` with `t` real and `g > 0`, then `-(1/π)` times the imaginary part of
`conj c * u` is `‖c‖²` times the Lorentzian at `t`. -/
theorem pole_im (hg : 0 < g) (t : ℝ) {u c : ℂ}
    (h : (-(t : ℂ) + g * Complex.I) * u = c) :
    -(1 / Real.pi) * (conj c * u).im = ‖c‖ ^ 2 * lorentzian g t := by
  have h1 : (conj ((-(t : ℂ) + g * Complex.I) * u) * u).im = -g * Complex.normSq u := by
    simp [Complex.normSq_apply]
    ring
  have h2 : ‖(-(t : ℂ) + g * Complex.I) * u‖ ^ 2 = (t ^ 2 + g ^ 2) * Complex.normSq u := by
    rw [← Complex.normSq_eq_norm_sq, Complex.normSq_mul]
    congr 1
    simp [Complex.normSq_apply]
    ring
  have h3 : t ^ 2 + g ^ 2 ≠ 0 := by positivity
  have hpi := Real.pi_ne_zero
  rw [← h, h1, h2, lorentzian]
  field_simp
```

This lemma concerns complex numbers only. Let $(-t+ig)u=c$ with $t$ real and $g>0$. Then
$$-\frac1\pi\,\mathrm{Im}(\bar c\,u)=|c|^2L_g(t).$$
To see this, write $\bar c\,u=(-t-ig)|u|^2$, whose imaginary part is $-g|u|^2$. Also $|c|^2=(t^2+g^2)|u|^2$. Hence
$$-\frac1\pi\,\mathrm{Im}(\bar c\,u)=\frac{g|u|^2}{\pi}=|c|^2\,\frac{g}{\pi(t^2+g^2)} .$$
The steps `h1` and `h2` are the two identities, with `Complex.normSq u` for $|u|^2$. The tactic `field_simp` clears the denominators, which `h3` and `hpi` show to be nonzero.

```lean
omit [DecidableEq ι] in
/-- For Hermitian `H` with an orthonormal eigenbasis and `g > 0`, the spectrum read off from any
solution `y` of the Sternheimer equation is the Lorentzian sum over all bands. -/
theorem responseSpectrum_eq_sum (hH : H.IsSymmetric)
    (heig : ∀ i, H (b i) = (ε i : ℂ) • b i) (hg : 0 < g) (hy : IsResponse H d x g y) :
    responseSpectrum d y = bandSpectrum b ε d x g Finset.univ := by
  unfold responseSpectrum bandSpectrum
  rw [← b.sum_inner_mul_inner d y, Complex.im_sum, Finset.mul_sum]
  refine Finset.sum_congr rfl fun i _ => ?_
  rw [← inner_conj_symm d (b i)]
  apply pole_im hg
  -- project the Sternheimer equation on band i
  have h := congrArg (fun v => ⟪b i, v⟫_ℂ) hy
  simp only [inner_sub_right, inner_smul_right] at h
  rw [← hH (b i) y, heig i, inner_smul_left, Complex.conj_ofReal] at h
  push_cast
  linear_combination h
```

For any solution $y$ of the Sternheimer equation, the response spectrum equals the band sum over all bands; `Finset.univ` is the set of all indices. The hypothesis `hH`, that $H$ is symmetric, means $\langle Hu,v\rangle=\langle u,Hv\rangle$. It already follows from an orthonormal eigenbasis with real energies, but is stated separately.

Take the inner product of the Sternheimer equation with $b_i$. Since $\langle b_i,Hy\rangle=\langle Hb_i,y\rangle=\varepsilon_i\langle b_i,y\rangle$, this gives
$$\bigl(-(\varepsilon_i-x)+ig\bigr)\langle b_i,y\rangle=\langle b_i,d\rangle .$$
This is the hypothesis of the previous lemma with $t=\varepsilon_i-x$, $u=\langle b_i,y\rangle$ and $c=\langle b_i,d\rangle$. Inserting the complete basis,
$$\langle d,y\rangle=\sum_i\overline{\langle b_i,d\rangle}\,\langle b_i,y\rangle ,$$
and applying the lemma to each term gives
$$A=\sum_i|\langle b_i,d\rangle|^2L_g(\varepsilon_i-x).$$

The Lean proof inserts the basis first, with `b.sum_inner_mul_inner`, and then applies `pole_im` to each term. The lines after the comment carry out the projection.

## Two facts about the omitted bands

```lean
/-- The missing weight is the total squared overlap of `d` with the omitted bands. -/
theorem missingWeight_eq_sum (b : OrthonormalBasis ι ℂ E) (d : E) (s : Finset ι) :
    missingWeight b d s = ∑ i ∈ sᶜ, ‖⟪b i, d⟫_ℂ‖ ^ 2 := by
  have h := Finset.sum_add_sum_compl s (fun i => ‖⟪b i, d⟫_ℂ‖ ^ 2)
  rw [b.sum_sq_norm_inner_right d] at h
  unfold missingWeight
  linarith
```

The notation `sᶜ` is the complement of $s$, that is, the omitted bands. Parseval's identity says $\|d\|^2=\sum_i|\langle b_i,d\rangle|^2$. Subtracting the retained part leaves
$$W=\sum_{i\notin s}|\langle b_i,d\rangle|^2 .$$
The proof splits the full sum into retained and omitted parts, rewrites the full sum by Parseval, and lets `linarith`, which handles linear arithmetic, do the subtraction.

```lean
/-- A Lorentzian with `g > 0` decreases strictly with growing positive detuning. -/
theorem lorentzian_lt (hg : 0 < g) {a t : ℝ} (ha : 0 < a) (hat : a < t) :
    lorentzian g t < lorentzian g a := by
  have h : a ^ 2 < t ^ 2 := by nlinarith
  unfold lorentzian
  exact div_lt_div_of_pos_left hg (by positivity)
    (mul_lt_mul_of_pos_left (by linarith) Real.pi_pos)
```

If $0<a<t$, then $a^2<t^2$, so the denominator of $L_g(t)$ is larger than that of $L_g(a)$. As the numerator $g$ is positive, $L_g(t)<L_g(a)$. The Lean proof has the same two steps.

## The truncation bound

```lean
/-- **Empty-band truncation bound.** For Hermitian `H` with an orthonormal eigenbasis and `g > 0`,
if all omitted bands have energy at least `Ec > x`, the truncated spectrum at `x` is too low by
between zero and the missing weight times the Lorentzian at detuning `Ec - x`. -/
theorem truncation_bound (hH : H.IsSymmetric)
    (heig : ∀ i, H (b i) = (ε i : ℂ) • b i) (hg : 0 < g) (hy : IsResponse H d x g y)
    (hx : x < Ec) (hcut : ∀ i, i ∉ s → Ec ≤ ε i) :
    0 ≤ responseSpectrum d y - bandSpectrum b ε d x g s ∧
    responseSpectrum d y - bandSpectrum b ε d x g s ≤
      missingWeight b d s * (g / (Real.pi * ((Ec - x) ^ 2 + g ^ 2))) := by
  -- the error is the contribution of the omitted bands
  have hdef : responseSpectrum d y - bandSpectrum b ε d x g s =
      ∑ i ∈ sᶜ, ‖⟪b i, d⟫_ℂ‖ ^ 2 * lorentzian g (ε i - x) := by
    rw [responseSpectrum_eq_sum hH heig hg hy]
    unfold bandSpectrum
    rw [← Finset.sum_add_sum_compl s, add_sub_cancel_left]
  rw [hdef, missingWeight_eq_sum, Finset.sum_mul]
  constructor
  · refine Finset.sum_nonneg fun i _ => ?_
    unfold lorentzian
    positivity
  · refine Finset.sum_le_sum fun i hi => mul_le_mul_of_nonneg_left ?_ (by positivity)
    change lorentzian g (ε i - x) ≤ lorentzian g (Ec - x)
    rcases (hcut i (Finset.mem_compl.mp hi)).eq_or_lt with h | h
    · rw [h]
    · exact (lorentzian_lt hg (by linarith) (by linarith)).le
```

The hypothesis `hx` says $x<E_c$. The hypothesis `hcut` says that every band outside $s$ has energy at least $E_c$; retained bands may lie anywhere. The conclusion, with `∧` for "and", is
$$0\le A-A_s\le W\,\frac{g}{\pi\bigl((E_c-x)^2+g^2\bigr)} .$$

By the band-sum formula, the retained terms cancel in the difference:
$$A-A_s=\sum_{i\notin s}|\langle b_i,d\rangle|^2L_g(\varepsilon_i-x).$$
Every term is nonnegative, which gives the lower bound. For an omitted band, $\varepsilon_i-x\ge E_c-x>0$, so $L_g(\varepsilon_i-x)\le L_g(E_c-x)$. Therefore
$$A-A_s\le L_g(E_c-x)\sum_{i\notin s}|\langle b_i,d\rangle|^2=W\,L_g(E_c-x).$$

In the code, `hdef` is the formula for the difference, and `constructor` splits the claim into its two inequalities. For the upper one, `rcases` separates the case $\varepsilon_i=E_c$, where the Lorentzians are equal, from $\varepsilon_i>E_c$, where `lorentzian_lt` applies.

If $E_c$ lay below $x$, an omitted band that overlaps $d$ could sit at $x$ itself, on the peak of its Lorentzian, and the upper bound could fail.

The exact spectrum runs over all eigenstates. For a spectrum of empty states only, $d$ must have no component on the occupied ones. The occupied states below $E_c$ are then counted in $s$, where they contribute nothing to either $A_s$ or $W$.

The result is for a fixed $H$ in a finite basis, with exact eigenstates and an ordinary eigenvalue problem. The overlap operator of the PAW and ultrasoft methods does not appear, nor does any self-consistent change of $H$ in response to the perturbation. The error is measured against the full spectrum in the same finite basis, so the incompleteness of that basis is a separate matter.

## When the bound is attained

```lean
/-- Under the hypotheses of the truncation bound, the upper bound is attained exactly when every
omitted band that overlaps with `d` has energy `Ec`. -/
theorem truncation_bound_eq_iff (hH : H.IsSymmetric)
    (heig : ∀ i, H (b i) = (ε i : ℂ) • b i) (hg : 0 < g) (hy : IsResponse H d x g y)
    (hx : x < Ec) (hcut : ∀ i, i ∉ s → Ec ≤ ε i) :
    responseSpectrum d y - bandSpectrum b ε d x g s =
      missingWeight b d s * lorentzian g (Ec - x) ↔
    ∀ i, i ∉ s → ⟪b i, d⟫_ℂ ≠ 0 → ε i = Ec := by
  have hdef : responseSpectrum d y - bandSpectrum b ε d x g s =
      ∑ i ∈ sᶜ, ‖⟪b i, d⟫_ℂ‖ ^ 2 * lorentzian g (ε i - x) := by
    rw [responseSpectrum_eq_sum hH heig hg hy]
    unfold bandSpectrum
    rw [← Finset.sum_add_sum_compl s, add_sub_cancel_left]
  have hle : ∀ i ∈ sᶜ, ‖⟪b i, d⟫_ℂ‖ ^ 2 * lorentzian g (ε i - x) ≤
      ‖⟪b i, d⟫_ℂ‖ ^ 2 * lorentzian g (Ec - x) := by
    intro i hi
    refine mul_le_mul_of_nonneg_left ?_ (by positivity)
    rcases (hcut i (Finset.mem_compl.mp hi)).eq_or_lt with h | h
    · rw [h]
    · exact (lorentzian_lt hg (by linarith) (by linarith)).le
  -- equal sums of ordered terms have equal terms
  rw [hdef, missingWeight_eq_sum, Finset.sum_mul, Finset.sum_eq_sum_iff_of_le hle]
  constructor
  · intro h i hi hc
    by_contra hne
    have hlt : Ec < ε i := lt_of_le_of_ne (hcut i hi) (Ne.symm hne)
    have hpos : 0 < ‖⟪b i, d⟫_ℂ‖ ^ 2 := pow_pos (norm_pos_iff.mpr hc) 2
    have hL : lorentzian g (ε i - x) < lorentzian g (Ec - x) :=
      lorentzian_lt hg (by linarith) (by linarith)
    exact (mul_lt_mul_of_pos_left hL hpos).ne (h i (Finset.mem_compl.mpr hi))
  · intro h i hi
    by_cases hc : ⟪b i, d⟫_ℂ = 0
    · simp [hc]
    · rw [h i (Finset.mem_compl.mp hi) hc]
```

The symbol `↔` means "if and only if". The upper bound is an equality exactly when every omitted band with $\langle b_i,d\rangle\ne0$ has $\varepsilon_i=E_c$.

The difference between the bound and the true error is
$$\sum_{i\notin s}|\langle b_i,d\rangle|^2\bigl(L_g(E_c-x)-L_g(\varepsilon_i-x)\bigr),$$
a sum of nonnegative terms. It vanishes only if each term does. A band with nonzero overlap and $\varepsilon_i>E_c$ would give a strictly positive term, because the Lorentzian decreases strictly. Conversely, a term vanishes if its overlap is zero or its energy is $E_c$.

The statement `hle` is the termwise inequality, and `Finset.sum_eq_sum_iff_of_le` turns equality of the sums into equality of all terms. The two directions of the equivalence follow, the first by contradiction (`by_contra`) and the second by cases on whether the overlap is zero.

## A cutoff criterion for a given tolerance

```lean
/-- Under the hypotheses of the truncation bound, the error is at most `η` once the missing weight
times `g` is at most `η π (Ec - x)²`. -/
theorem error_le_of_cutoff (hH : H.IsSymmetric)
    (heig : ∀ i, H (b i) = (ε i : ℂ) • b i) (hg : 0 < g) (hy : IsResponse H d x g y)
    (hx : x < Ec) (hcut : ∀ i, i ∉ s → Ec ≤ ε i) {η : ℝ}
    (hη : missingWeight b d s * g ≤ η * (Real.pi * (Ec - x) ^ 2)) :
    responseSpectrum d y - bandSpectrum b ε d x g s ≤ η := by
  have hW : 0 ≤ missingWeight b d s := by
    rw [missingWeight_eq_sum]
    exact Finset.sum_nonneg fun i _ => by positivity
  have hD : 0 < Real.pi * (Ec - x) ^ 2 := mul_pos Real.pi_pos (pow_pos (sub_pos.mpr hx) 2)
  -- drop the broadening from the denominator
  have hL : g / (Real.pi * ((Ec - x) ^ 2 + g ^ 2)) ≤ g / (Real.pi * (Ec - x) ^ 2) :=
    div_le_div_of_nonneg_left hg.le hD
      (mul_le_mul_of_nonneg_left (by linarith [sq_nonneg g]) Real.pi_pos.le)
  refine (truncation_bound hH heig hg hy hx hcut).2.trans
    ((mul_le_mul_of_nonneg_left hL hW).trans ?_)
  rw [← mul_div_assoc, div_le_iff₀ hD]
  exact hη

end

end EmptyBandConvergence
```

Let $\eta$ be a tolerance, in the same units as the spectrum. The theorem says that
$$W g\le\eta\,\pi\,(E_c-x)^2\quad\text{implies}\quad A-A_s\le\eta .$$
Since $W\ge0$, dropping $g^2$ from the denominator can only increase the bound:
$$A-A_s\le\frac{W g}{\pi\bigl((E_c-x)^2+g^2\bigr)}\le\frac{W g}{\pi(E_c-x)^2}\le\eta .$$
In the proof, `hW` is $W\ge0$, `hD` is the positivity of the new denominator, and `hL` is the comparison of the two fractions. The chain is joined by `.trans`, and the last step is the hypothesis `hη` after multiplying out the denominator.

In a sum-over-states calculation with a fixed one-particle Hamiltonian in a finite basis, this gives a convergence test at each energy $x$ below the cutoff. It needs the retained overlaps, the norm of $d$ and a lower bound $E_c$ on the omitted energies, but not the omitted states themselves.

```lean
#print axioms EmptyBandConvergence.exists_response
#print axioms EmptyBandConvergence.truncation_bound
#print axioms EmptyBandConvergence.truncation_bound_eq_iff
#print axioms EmptyBandConvergence.error_le_of_cutoff
```

```
'EmptyBandConvergence.exists_response' depends on axioms: [propext, Classical.choice, Quot.sound]
'EmptyBandConvergence.truncation_bound' depends on axioms: [propext, Classical.choice, Quot.sound]
'EmptyBandConvergence.truncation_bound_eq_iff' depends on axioms: [propext, Classical.choice, Quot.sound]
'EmptyBandConvergence.error_le_of_cutoff' depends on axioms: [propext, Classical.choice, Quot.sound]
```
